# The potentials inside a finite slab of alternating charged sheets and its sign-reversed copy differ by s a/4 at points half a cell apart

The declaration `potential_offset` concerns a finite slab of `N` neutral cells of length `a > 0`, each with sheets of charge `-s/2`, `s`, `-s/2` at its left edge, middle and right edge, where a sheet of charge `q` at `X` contributes `-(1/2) q |x - X|` to the potential. It states that if `0 ≤ x` and `x + a/2 ≤ N a`, the potential of this slab at `x + a/2` equals that of the slab with all charges reversed at `x`, plus `s a / 4`. The proof applies `slabSum_shift`, which reduces the difference of the two sums over sheets to terms from the two surfaces, with the absolute value as its function `f`. The bounds on `x` then fix the sign inside each absolute value in those terms, and what remains is algebra.

The first attempt, which Lean rejects:

```lean
import Mathlib

open MeasureTheory Finset

namespace PotentialOffset

noncomputable section

/-- Sum over all sheets of a slab of `N` cells of length `a`, each with charges `-s/2, s, -s/2`
at `0, a/2, a`, of the sheet charge times `f` of the displacement from the sheet to `x`. -/
def slabSum (f : ℝ → ℝ) (s a : ℝ) (N : ℕ) (x : ℝ) : ℝ :=
  ∑ n ∈ range N, ∑ j : Fin 3, ![-s / 2, s, -s / 2] j * f (x - (n * a + ![0, a / 2, a] j))

/-- Electrostatic potential of the slab: a sheet of charge `q` at `X` contributes
`-(1/2) q |x - X|`. -/
def slabPotential (s a : ℝ) (N : ℕ) (x : ℝ) : ℝ :=
  -(1 / 2) * slabSum (fun z => |z|) s a N x

/-- Each cell contributes `-s/2` times a second difference of `f` with step `a/2`. -/
theorem slabSum_eq (f : ℝ → ℝ) (s a : ℝ) (N : ℕ) (x : ℝ) :
    slabSum f s a N x = ∑ n ∈ range N,
      -s / 2 * (f (x - n * a) - 2 * f (x - (n * a + a / 2)) + f (x - (n * a + a))) := by
  unfold slabSum
  refine Finset.sum_congr rfl fun n _ => ?_
  rw [Fin.sum_univ_three]
  show -s / 2 * f (x - ((n : ℝ) * a + 0)) + s * f (x - ((n : ℝ) * a + a / 2))
    + -s / 2 * f (x - ((n : ℝ) * a + a)) = _
  rw [add_zero]
  ring

/-- The slab seen from `x + a/2` and the sign-reversed slab seen from `x` differ only by
terms from the two surfaces. -/
theorem slabSum_shift (f : ℝ → ℝ) (s a x : ℝ) (N : ℕ) :
    slabSum f s a N (x + a / 2) - slabSum f (-s) a N x =
      -s / 2 * ((f (x + a / 2) - f x) - (f (x - N * a + a / 2) - f (x - N * a))) := by
  induction N with
  | zero => simp [slabSum_eq]
  | succ n ih =>
    simp only [slabSum_eq, Finset.sum_range_succ, Nat.cast_add, Nat.cast_one] at ih ⊢
    -- bring all displacements to a common form, then the sum telescopes
    rw [show x + a / 2 - (n : ℝ) * a = x - n * a + a / 2 by ring,
      show x + a / 2 - ((n : ℝ) * a + a / 2) = x - n * a by ring,
      show x + a / 2 - ((n : ℝ) * a + a) = x - (n * a + a / 2) by ring,
      show x - ((n : ℝ) + 1) * a + a / 2 = x - (n * a + a / 2) by ring,
      show x - ((n : ℝ) + 1) * a = x - (n * a + a) by ring]
    linear_combination ih

/-- At corresponding points inside the two slabs the potentials differ by the
constant `s a / 4`. -/
theorem potential_offset (s a x : ℝ) (N : ℕ) (ha : 0 < a) (h0 : 0 ≤ x)
    (h1 : x + a / 2 ≤ N * a) :
    slabPotential s a N (x + a / 2) = slabPotential (-s) a N x + s * a / 4 := by
  have h := slabSum_shift (fun z => |z|) s a x N
  simp only at h
  rw [abs_of_nonneg (by linarith : 0 ≤ x + a / 2), abs_of_nonneg h0,
    abs_of_nonpos (by linarith : x - N * a + a / 2 ≤ 0),
    abs_of_nonpos (by linarith : x - N * a ≤ 0)] at h
  unfold slabPotential
  linear_combination (-(1 / 2)) * h

end

end PotentialOffset
```

Lean reports:

```
Main.lean:54:2: error: `simp` made no progress
```

Diagnosis. The message means that `simp only at h` found nothing to change in `h`, which `simp` treats as an error. With no lemmas listed, the call could still have done basic reductions such as turning `(fun z => |z|) (x + a / 2)` into `|x + a / 2|`. But Lean had already done that when it put `fun z => |z|` for `f` in the statement of `slabSum_shift` to obtain the type of `h`. The function still appears in `h` as an argument of `slabSum`, but there it is not applied to anything, so there is nothing to reduce.

The diff deletes the line. The surface terms in `h` are already written as absolute values, which is the form the following `rw` with `abs_of_nonneg` and `abs_of_nonpos` needs, so the rest of the proof works unchanged.

The repair, with which the file compiles:

```diff
@@ -52,5 +52,4 @@
     slabPotential s a N (x + a / 2) = slabPotential (-s) a N x + s * a / 4 := by
   have h := slabSum_shift (fun z => |z|) s a x N
-  simp only at h
   rw [abs_of_nonneg (by linarith : 0 ≤ x + a / 2), abs_of_nonneg h0,
     abs_of_nonpos (by linarith : x - N * a + a / 2 ≤ 0),
```
